# Swap-related alpha and beta DIIS errors on two sites sum to zero while their concatenation has twice the squared norm of either one

An unrestricted SCF program has one DIIS error matrix per spin, and a program that uses a single error measure or a single set of extrapolation coefficients for both spins combines the two. If it adds them, the test can be passed by a state that is not self-consistent. On two sites, with real symmetric Fock and density matrices and a beta channel that is the site-swapped image of the alpha channel, the sum vanishes identically, however large each error is. This spin arrangement is that of the broken-symmetry unrestricted solution of stretched H₂ in a minimal basis, with one alpha and one beta electron, here idealised to one real orthonormal orbital per site.

## Real matrices in an orthonormal basis

For one spin let F be the Fock matrix and P the density matrix. A self-consistent pair commutes, so the error is

  e(F,P) = FP − PF.

This form presumes an orthonormal basis; with an overlap matrix S it would read FPS − SPF, which the theorems do not treat. The index type `n` labels the sites and is any finite type.

In Lean 4 with Mathlib:

```lean
import Mathlib

open Matrix

namespace UnrestrictedDIISError

variable {n : Type*} [Fintype n] [DecidableEq n]

/-- The DIIS error `FP - PF` of one spin channel in an orthonormal basis. -/
def diisError (F P : Matrix n n ℝ) : Matrix n n ℝ := F * P - P * F
```

A site operation U acts as A ↦ U A Uᵀ, and errors are compared by the Frobenius product ⟨A,B⟩ = tr(AᵀB) = Σ_ij A_ij B_ij, with ‖A‖² = ⟨A,A⟩. `frobInner` allows a row index `m` different from `n`, so it also applies to stacked matrices.

```lean
/-- The matrix `U A Uᵀ`: `A` transformed by the site operation `U`. -/
def relabel (U A : Matrix n n ℝ) : Matrix n n ℝ := U * A * Uᵀ

/-- The Frobenius inner product `tr(Aᵀ B)` of two error matrices of the same shape. -/
def frobInner {m : Type*} [Fintype m] (A B : Matrix m n ℝ) : ℝ := trace (Aᵀ * B)
```

With e_α = e(F_α,P_α) and e_β = e(F_β,P_β), the summed error is e_α + e_β, and the concatenated error E places e_α above e_β, its rows being indexed by `n ⊕ n`.

```lean
/-- The sum of the alpha and beta DIIS errors. -/
def summedError (Fa Pa Fb Pb : Matrix n n ℝ) : Matrix n n ℝ :=
  diisError Fa Pa + diisError Fb Pb

/-- The alpha DIIS error stacked on top of the beta DIIS error. -/
def concatError (Fa Pa Fb Pb : Matrix n n ℝ) : Matrix (n ⊕ n) n ℝ :=
  fromRows (diisError Fa Pa) (diisError Fb Pb)
```

The two sites carry the indices 0 and 1. `siteSwap` exchanges them. `hopFock` has zero on-site energies and a coupling of one energy unit between the sites; its entries coincide with those of the swap, but its role is different. `localDensity` describes one electron on site 0.

```lean
/-- The permutation matrix that swaps two sites. -/
def siteSwap : Matrix (Fin 2) (Fin 2) ℝ := !![0, 1; 1, 0]

/-- The two-site Fock matrix `[[0,1],[1,0]]`. -/
def hopFock : Matrix (Fin 2) (Fin 2) ℝ := !![0, 1; 1, 0]

/-- The density matrix `diag(1,0)` of an electron on the first site. -/
def localDensity : Matrix (Fin 2) (Fin 2) ℝ := !![1, 0; 0, 0]
```

Throughout, F and P are independent matrices. No Fock build F[P] appears, and the relation F_β = U F Uᵀ, P_β = U P Uᵀ is written into the arguments of the theorems as an assumption. It says that the beta matrices are the images of the alpha matrices F, P under the site operation. When U² = 1, as for the swap, it also gives F = U F_β Uᵀ and P = U P_β Uᵀ, so that the site operation combined with a spin flip maps the current iterate onto itself; for a general U this second relation does not follow.

## Orthogonality of U

The hypothesis `hU : Uᵀ * U = 1` says that U takes an orthonormal basis to an orthonormal basis, as a permutation, rotation or reflection of the sites does. It first enters in a product of two transformed matrices,

  (U A Uᵀ)(U B Uᵀ) = U A (UᵀU) B Uᵀ = U (AB) Uᵀ,

and applying this to FP and to PF gives, with e = e(F,P),

  e_β = U(FP)Uᵀ − U(PF)Uᵀ = U e Uᵀ.

In `diisError_relabel` the `calc` block is the first line: reassociation puts `Uᵀ * U` in the middle and `rw [hU, Matrix.mul_one]` removes it. The closing `simp only` distributes U and Uᵀ over the difference.

```lean
/-- For orthogonal `U`, the error built from `U F Uᵀ` and `U P Uᵀ` is `U e Uᵀ`. -/
theorem diisError_relabel {U : Matrix n n ℝ} (hU : Uᵀ * U = 1) (F P : Matrix n n ℝ) :
    diisError (relabel U F) (relabel U P) = relabel U (diisError F P) := by
  have h : ∀ A B : Matrix n n ℝ, relabel U A * relabel U B = relabel U (A * B) := by
    intro A B
    calc U * A * Uᵀ * (U * B * Uᵀ) = U * (A * (Uᵀ * U) * B) * Uᵀ := by
          simp only [Matrix.mul_assoc]
      _ = U * (A * B) * Uᵀ := by rw [hU, Matrix.mul_one]
  simp only [diisError, h]
  simp only [relabel, Matrix.mul_sub, Matrix.sub_mul]
```

The invariance of the inner product uses orthogonality twice, once in the middle of the product and once after cycling the trace:

  ⟨UAUᵀ, UBUᵀ⟩ = tr(U Aᵀ(UᵀU)B Uᵀ) = tr(U AᵀB Uᵀ) = tr(UᵀU AᵀB) = ⟨A,B⟩.

The two occurrences of `hU` in the final `rw`, on either side of `Matrix.trace_mul_cycle`, are these two uses.

```lean
/-- The Frobenius inner product is unchanged by an orthogonal site operation. -/
theorem frobInner_relabel {U : Matrix n n ℝ} (hU : Uᵀ * U = 1) (A B : Matrix n n ℝ) :
    frobInner (relabel U A) (relabel U B) = frobInner A B := by
  have h : (U * A * Uᵀ)ᵀ * (U * B * Uᵀ) = U * (Aᵀ * (Uᵀ * U) * B) * Uᵀ := by
    simp only [transpose_mul, transpose_transpose, Matrix.mul_assoc]
  unfold frobInner relabel
  -- cyclicity of the trace brings `Uᵀ` next to `U`
  rw [h, hU, Matrix.mul_one, Matrix.trace_mul_cycle, hU, Matrix.one_mul]
```

Take two iterations with alpha matrices F, P and F′, P′, errors e and e′, and concatenated errors E and E′. The sum over rows splits into the upper and the lower block, so

  ⟨E,E′⟩ = ⟨e,e′⟩ + ⟨UeUᵀ, Ue′Uᵀ⟩ = 2⟨e,e′⟩.

`frobInner_concatError` states this for any number of sites, with the same U in both iterations and with no symmetry required of the matrices. `Fintype.sum_sum_type` performs the block splitting, `diisError_relabel` writes the lower blocks as UeUᵀ and Ue′Uᵀ, and `frobInner_relabel` supplies the second equality.

```lean
/-- If the beta matrices of two iterations are orthogonal transforms of the alpha ones, the
inner product of the concatenated errors is twice that of the alpha errors. -/
theorem frobInner_concatError {U : Matrix n n ℝ} (hU : Uᵀ * U = 1)
    (F P F' P' : Matrix n n ℝ) :
    frobInner (concatError F P (relabel U F) (relabel U P))
        (concatError F' P' (relabel U F') (relabel U P'))
      = 2 * frobInner (diisError F P) (diisError F' P') := by
  -- the two blocks contribute separately
  have h : ∀ A B C D : Matrix n n ℝ,
      frobInner (fromRows A B) (fromRows C D) = frobInner A C + frobInner B D := by
    intro A B C D
    simp [frobInner, Matrix.trace, Matrix.mul_apply, Fintype.sum_sum_type,
      Finset.sum_add_distrib]
  unfold concatError
  rw [h, diisError_relabel hU, diisError_relabel hU, frobInner_relabel hU]
  ring
```

The small counter-examples given for dropped hypotheses, here and below, are direct arithmetic and have no theorem behind them. Take U = diag(2, −1/2), which has determinant −1 and is not orthogonal, with F = [[0,1],[1,0]] and P = diag(1,0). Then UFUᵀ = −F and UPUᵀ = 4P, so e_β = −4e while UeUᵀ = −e. The sum is −3e, and ‖E‖² is 17‖e‖².

## Unrelated spin channels

One statement needs no relation between the spins. A stacked matrix is zero exactly when both blocks are, so

  E = 0 ⇔ F_αP_α = P_αF_α and F_βP_β = P_βF_β

for four arbitrary square matrices. The proof reads the hypothesis at the rows `Sum.inl i` for alpha and `Sum.inr i` for beta, and `sub_eq_zero` turns a vanishing difference into commutation. Commutation is necessary for self-consistency; which orbitals are occupied is a separate condition that the theorem does not address.

```lean
omit [DecidableEq n] in
/-- The concatenated error vanishes exactly when each Fock matrix commutes with the density
matrix of its own spin. -/
theorem concatError_eq_zero_iff (Fa Pa Fb Pb : Matrix n n ℝ) :
    concatError Fa Pa Fb Pb = 0 ↔ Fa * Pa = Pa * Fa ∧ Fb * Pb = Pb * Fb := by
  constructor
  · intro h
    have ha : diisError Fa Pa = 0 := by
      ext i j
      simpa [concatError] using congrFun (congrFun h (Sum.inl i)) j
    have hb : diisError Fb Pb = 0 := by
      ext i j
      simpa [concatError] using congrFun (congrFun h (Sum.inr i)) j
    exact ⟨sub_eq_zero.mp ha, sub_eq_zero.mp hb⟩
  · rintro ⟨ha, hb⟩
    ext i j
    cases i <;> simp [concatError, diisError, ha, hb]
```

## Symmetry of F and P

`F.IsSymm` means Fᵀ = F, which is hermiticity for real orbitals, and likewise for P. It is used in a single step:

  eᵀ = PᵀFᵀ − FᵀPᵀ = PF − FP = −e.

The rewrites `transpose_mul`, `hF.eq` and `hP.eq` follow this line from left to right.

```lean
omit [DecidableEq n] in
/-- The DIIS error of symmetric `F` and `P` is antisymmetric. -/
theorem diisError_transpose {F P : Matrix n n ℝ} (hF : F.IsSymm) (hP : P.IsSymm) :
    (diisError F P)ᵀ = -diisError F P := by
  simp only [diisError, transpose_sub, transpose_mul, hF.eq, hP.eq, neg_sub]
```

With the non-symmetric F = [[0,1],[0,0]] and P = diag(1,0), one finds FP = 0 and e = [[0,−1],[0,0]]. The swap gives e_β = [[0,0],[−1,0]], and the sum [[0,−1],[−1,0]] is not zero. The doubling of the norm survives, since it never used symmetry.

## Two sites

On `Fin 2` antisymmetry forces e_00 = e_11 = 0 and e_10 = −e_01, which leaves one number a = e_01. Then

  (UeUᵀ)_ij = Σ_kl U_ik e_kl U_jl = a (U_i0 U_j1 − U_i1 U_j0).

The bracket is 0 for i = j, det U for (i,j) = (0,1) and −det U for (1,0), hence

  U e Uᵀ = det(U) e.

This holds for every 2×2 matrix U, orthogonal or not. In the proof `h00`, `h11` and `h10` are the three entry relations, `simp only` expands the sums and the determinant, and `ring` closes the four entries.

```lean
/-- On two sites an antisymmetric matrix `e` obeys `U e Uᵀ = det(U) e` for every `U`. -/
theorem relabel_antisymm_two (U e : Matrix (Fin 2) (Fin 2) ℝ) (he : eᵀ = -e) :
    relabel U e = U.det • e := by
  have h : ∀ i j, e j i = -e i j := fun i j => congrFun (congrFun he i) j
  -- `e` has the single free entry `e 0 1`
  have h00 : e 0 0 = 0 := by linarith [h 0 0]
  have h11 : e 1 1 = 0 := by linarith [h 1 1]
  have h10 : e 1 0 = -e 0 1 := h 0 1
  have key : ∀ i j, relabel U e i j = (U.det • e) i j := by
    simp only [Fin.forall_fin_two, relabel, Matrix.mul_apply, transpose_apply,
      Fin.sum_univ_two, Matrix.smul_apply, smul_eq_mul, det_fin_two, h00, h11, h10]
    refine ⟨⟨?_, ?_⟩, ?_, ?_⟩ <;> ring
  ext i j
  exact key i j
```

Orthogonality, symmetry and the size now combine:

  e_α + e_β = e + UeUᵀ = (1 + det U) e.

The rewrite chain in `summedError_two` applies the three earlier theorems and then `add_smul`.

```lean
/-- On two sites, for symmetric `F`, `P` and beta matrices `U F Uᵀ`, `U P Uᵀ` with `U`
orthogonal, the summed error is `(1 + det U)` times the alpha error. -/
theorem summedError_two {U F P : Matrix (Fin 2) (Fin 2) ℝ} (hU : Uᵀ * U = 1)
    (hF : F.IsSymm) (hP : P.IsSymm) :
    summedError F P (relabel U F) (relabel U P) = (1 + U.det) • diisError F P := by
  unfold summedError
  rw [diisError_relabel hU, relabel_antisymm_two U _ (diisError_transpose hF hP),
    add_smul, one_smul]
```

On three sites an antisymmetric matrix has three free entries and U can mix them. Let U swap sites 0 and 1, let F couple only sites 0 and 2 with F_02 = F_20 = 1, and let P = diag(1,0,0). The alpha error has e_02 = −1 and e_20 = 1, the beta error has the same values at the positions (1,2) and (2,1), and nothing cancels although det U = −1.

## Determinant −1

The swap U = [[0,1],[1,0]] satisfies Uᵀ = U, UᵀU = 1 and det U = 0·0 − 1·1 = −1. So UFU = UFUᵀ, the factor 1 + det U is zero, and the doubling formula with F′ = F, P′ = P applies. `swap_summed_cancels` states that for all real symmetric 2×2 matrices F and P, with beta matrices UFU and UPU,

  e_α + e_β = 0 and ‖E‖² = 2‖e‖².

Idempotency of P is not assumed. The facts `hT`, `hU` and `hd` are the three properties of the swap, and `hr` rewrites UAU as `relabel siteSwap A`.

```lean
/-- With `U` the swap of two sites, symmetric `F`, `P` and beta matrices `U F U`, `U P U`, the
summed error is zero while the concatenated error has squared norm `2 ‖e‖²`. -/
theorem swap_summed_cancels {F P : Matrix (Fin 2) (Fin 2) ℝ} (hF : F.IsSymm) (hP : P.IsSymm) :
    summedError F P (siteSwap * F * siteSwap) (siteSwap * P * siteSwap) = 0 ∧
    frobInner (concatError F P (siteSwap * F * siteSwap) (siteSwap * P * siteSwap))
        (concatError F P (siteSwap * F * siteSwap) (siteSwap * P * siteSwap))
      = 2 * frobInner (diisError F P) (diisError F P) := by
  -- the swap is symmetric, orthogonal and has determinant `-1`
  have hT : siteSwapᵀ = siteSwap := by
    ext i j
    fin_cases i <;> fin_cases j <;> simp [siteSwap]
  have hU : siteSwapᵀ * siteSwap = 1 := by
    rw [hT]
    ext i j
    fin_cases i <;> fin_cases j <;> simp [siteSwap, Matrix.mul_apply, Fin.sum_univ_two]
  have hd : siteSwap.det = -1 := by simp [siteSwap, Matrix.det_fin_two]
  have hr : ∀ A, siteSwap * A * siteSwap = relabel siteSwap A := fun A => by
    rw [relabel, hT]
  rw [hr F, hr P]
  refine ⟨?_, frobInner_concatError hU F P F P⟩
  rw [summedError_two hU hF hP, hd]
  simp
```

The cancellation is misleading only if e can be nonzero. For F = [[0,1],[1,0]] and P = diag(1,0),

  FP = [[0,0],[1,0]], PF = [[0,1],[0,0]], e = [[0,−1],[1,0]], ‖e‖² = 2.

The beta channel has UFU = F and UPU = diag(0,1), an electron on site 1. `false_convergence_witness` records that both matrices are symmetric, that P² = P as for an occupied normalised orbital, that e has this value and is nonzero, that the sum is zero, and that ‖E‖² = 4. The entries are checked by `fin_cases`, non-vanishing is read off the entry e_10 = 1, and the last two claims are taken from the swap theorem.

```lean
/-- For `F = [[0,1],[1,0]]` and the symmetric idempotent `P = diag(1,0)` the alpha error is
the nonzero matrix `[[0,-1],[1,0]]`, the summed error with the swapped beta channel is zero,
and the concatenated error has squared norm `4`. -/
theorem false_convergence_witness :
    hopFock.IsSymm ∧ localDensity.IsSymm ∧ localDensity * localDensity = localDensity ∧
    diisError hopFock localDensity = !![0, -1; 1, 0] ∧
    diisError hopFock localDensity ≠ 0 ∧
    summedError hopFock localDensity (siteSwap * hopFock * siteSwap)
      (siteSwap * localDensity * siteSwap) = 0 ∧
    frobInner
      (concatError hopFock localDensity (siteSwap * hopFock * siteSwap)
        (siteSwap * localDensity * siteSwap))
      (concatError hopFock localDensity (siteSwap * hopFock * siteSwap)
        (siteSwap * localDensity * siteSwap)) = 4 := by
  have hF : hopFock.IsSymm := by
    ext i j
    fin_cases i <;> fin_cases j <;> simp [hopFock]
  have hP : localDensity.IsSymm := by
    ext i j
    fin_cases i <;> fin_cases j <;> simp [localDensity]
  have he : diisError hopFock localDensity = !![0, -1; 1, 0] := by
    ext i j
    fin_cases i <;> fin_cases j <;>
      simp [diisError, hopFock, localDensity]
  refine ⟨hF, hP, ?_, he, ?_, (swap_summed_cancels hF hP).1, ?_⟩
  · ext i j
    fin_cases i <;> fin_cases j <;> simp [localDensity, Matrix.mul_apply, Fin.sum_univ_two]
  · intro h
    have h10 := congrFun (congrFun h 1) 0
    rw [he] at h10
    simp at h10
  · have hn : frobInner (!![0, -1; 1, 0] : Matrix (Fin 2) (Fin 2) ℝ) !![0, -1; 1, 0] = 2 := by
      simp [frobInner, Matrix.trace_fin_two, Matrix.mul_apply, Fin.sum_univ_two]
      all_goals norm_num
    rw [(swap_summed_cancels hF hP).2, he, hn]
    norm_num
```

The same pair shows that the determinant condition is sharp. If the sum vanishes for all symmetric F and P, it vanishes for this pair, and (1 + det U) e = 0 with e ≠ 0 forces det U = −1; `smul_eq_zero` and `resolve_right hne` make that step. The other direction inserts det U = −1 into the factor. For U = 1, where the two spins have the same matrices, the sum is 2e and no information is lost.

```lean
/-- For an orthogonal two-site operation `U`, the summed error with beta matrices `U F Uᵀ`,
`U P Uᵀ` vanishes for all symmetric `F`, `P` exactly when `det U = -1`. -/
theorem summed_cancels_iff {U : Matrix (Fin 2) (Fin 2) ℝ} (hU : Uᵀ * U = 1) :
    (∀ F P : Matrix (Fin 2) (Fin 2) ℝ, F.IsSymm → P.IsSymm →
      summedError F P (relabel U F) (relabel U P) = 0) ↔ U.det = -1 := by
  constructor
  · intro h
    -- test on the explicit pair, whose error is nonzero
    obtain ⟨hF, hP, -, -, hne, -⟩ := false_convergence_witness
    have h0 := h _ _ hF hP
    rw [summedError_two hU hF hP] at h0
    have h1 := (smul_eq_zero.mp h0).resolve_right hne
    linarith
  · intro hd F P hF hP
    rw [summedError_two hU hF hP, hd]
    simp

end UnrestrictedDIISError
```

```lean
#print axioms UnrestrictedDIISError.concatError_eq_zero_iff
#print axioms UnrestrictedDIISError.swap_summed_cancels
#print axioms UnrestrictedDIISError.summed_cancels_iff
```

```
'UnrestrictedDIISError.concatError_eq_zero_iff' depends on axioms: [propext, Classical.choice, Quot.sound]
'UnrestrictedDIISError.swap_summed_cancels' depends on axioms: [propext, Classical.choice, Quot.sound]
'UnrestrictedDIISError.summed_cancels_iff' depends on axioms: [propext, Classical.choice, Quot.sound]
```

## The B matrix in a program

A DIIS routine stores the errors of past iterations, labelled k and l, forms Pulay's matrix B_kl as their inner products, and chooses coefficients c_k that minimise Σ_kl c_k B_kl c_l subject to Σ_k c_k = 1. In the two-site model with swap-related spins at every stored iteration, summed errors give B = 0 up to rounding: a threshold on the error norm is met at once, and with two or more stored iterations the coefficients are undetermined. Flattening e_α and e_β into one long vector, or equivalently adding the alpha and beta B matrices, gives twice the alpha B matrix, and a positive overall factor does not change the set of minimisers. On two sites each error has one free entry, so this B has rank at most one, and from three stored iterations on the minimiser is not unique with concatenated errors either. The theorems concern the error measure at given iterates and say nothing about whether the extrapolated iteration converges.
